# The weak-coupling BCS gap ratio tends to 2π exp(−γ) as the Matsubara cutoff grows

Let γ be the Euler–Mascheroni constant. Summed over the integers n with 0 ≤ n < N, the terms 1/(n + 1/2) grow like ln N, and the remainder has a limit:

Σ_{n<N} 1/(n + 1/2) − ln N → γ + 2 ln 2 as N → ∞.

Suppose that this sum is the inverse coupling 1/λ_N of a superconductor at its transition temperature T_N, with cutoff frequency ω_N = 2πT_N N. If the zero-temperature gap is given by the weak-coupling formula Δ_N = 2ω_N exp(−1/λ_N), then

2Δ_N/T_N → 2π exp(−γ) ≈ 3.53.

Units are such that ħ = k_B = 1.

## Pairing at the transition temperature

In the simplest BCS model, electrons near the Fermi surface attract each other with a constant dimensionless strength λ, the product of the density of states per spin at the Fermi level and the attraction. Here the attraction is taken to act up to a cutoff ω in Matsubara frequency; the textbook model usually cuts off the electron energies instead. Fermions at temperature T have the Matsubara frequencies

ω_n = (2n + 1)πT,

where n runs over all integers. (A subscript n marks a Matsubara frequency, and a subscript N marks the cutoff.)

At the transition the gap is infinitesimal, so the gap equation can be linearised. The gap itself then drops out, and what remains is a condition on coupling and temperature:

1/λ = πT Σ 1/|ω_n|, summed over |ω_n| < ω.

With ω = ω_N = 2πTN, the condition (2n + 1)πT < 2πTN admits exactly n = 0, …, N − 1 among the positive frequencies. The negative ones contribute equally, which gives

1/λ_N = 2πT Σ_{n<N} 1/ω_n.

At zero temperature the frequency sum becomes an integral and the gap Δ is finite:

1/λ = ∫₀^ω dx/√(x² + Δ²) = arsinh(ω/Δ).

Hence Δ = ω/sinh(1/λ). For small λ the hyperbolic sine is close to exp(1/λ)/2, and Δ ≈ 2ω exp(−1/λ). This is where the factor 2 in the gap formula comes from. The Lean file takes that formula as a definition and does not derive it from the integral.

## What the theorem assumes and what it leaves out

The main theorem is `gap_ratio_tendsto`. Its data are two real sequences, `T` and `lam`, which stand for the transition temperatures T_N and the couplings λ_N. It has two hypotheses, both required only for N ≥ 1:

- `hT` says that each temperature is positive.
- `hlam` says that `1 / lam N = pairingSum (T N) N`, which is the linearised gap equation. It is the condition for a transition at temperature `T N` with coupling `lam N` and cutoff ω_N. Because the temperature cancels from the sum, the condition fixes the coupling through N alone and leaves `T N` free to set the scale.

The functions `matsubara`, `cutoff`, `pairingSum` and `gap` are the formulas for ω_n, ω_N, the right-hand side of the gap equation and Δ. The conclusion, written with `Tendsto … atTop (𝓝 …)`, is ordinary convergence of 2Δ_N/T_N as N → ∞.

The temperature may depend on N, so one statement covers two physical situations. Either the temperature is held fixed while the cutoff grows, or the cutoff ω is held fixed while the transition temperature falls as T_N = ω/(2πN). The second is the usual picture of a material family with ever weaker coupling. In both, `coupling_tendsto_zero` shows that λ_N → 0, so the limit is taken in the regime for which the gap formula is meant.

The limit is the same for every choice of temperatures that the hypotheses admit. Other cutoff shapes, anisotropic gaps and retarded interactions are not treated. The couplings form a discrete sequence, because a sharp cutoff admits a whole number of frequencies. For the same reason, at a fixed cutoff ω the linearised equation with coupling λ_N holds for all temperatures with (2N − 1)πT < ω ≤ (2N + 1)πT. The value T_N = ω/(2πN) is one choice in this interval, whose relative width vanishes as N grows. The theorem gives no rate of convergence, and the gap equation enters as a hypothesis, not as a consequence of a Hamiltonian.

For calculations on the Matsubara axis with a constant coupling and a sharp cutoff, the logarithm has a practical meaning: at fixed transition temperature and large N, a change of cutoff from N to N′ frequencies is compensated by a shift of 1/λ by about ln(N′/N).

## From the frequency sum to the gap ratio

**The temperature cancels.** Each term of the pairing sum is

2πT/((2n + 1)πT) = 2/(2n + 1) = 1/(n + 1/2).

The pairing sum is therefore the pure number S_N = Σ_{n<N} 1/(n + 1/2).

**The sum is a combination of harmonic numbers.** Write H_M = 1 + 1/2 + … + 1/M, with H_0 = 0. The odd reciprocals up to 2N − 1 are all reciprocals up to 2N without the even ones, and the even ones add up to H_N/2. So

S_N = 2(H_{2N} − H_N/2) = 2H_{2N} − H_N.

**The logarithm separates.** For N ≥ 1, ln(2N) = ln 2 + ln N, and hence

S_N − ln N = 2(H_{2N} − ln(2N)) − (H_N − ln N) + 2 ln 2.

Since H_M − ln M → γ, the right-hand side tends to 2γ − γ + 2 ln 2 = γ + 2 ln 2.

**Exponentiation.** For N ≥ 1,

N exp(−S_N) = exp(−(S_N − ln N)) → exp(−γ − 2 ln 2) = exp(−γ)/4.

**The ratio.** Inserting the cutoff and 1/λ_N = S_N gives

2Δ_N/T_N = 4 · 2πT_N N exp(−S_N)/T_N = 8πN exp(−S_N) → 2π exp(−γ).

**The transition temperature.** The same limit fixes T_N in units of ω_N exp(−1/λ_N):

T_N/(ω_N exp(−1/λ_N)) = 1/(2πN exp(−S_N)) → 2 exp(γ)/π.

**The coupling.** Since S_N = (S_N − ln N) + ln N is a convergent sequence plus one that grows without bound, 1/λ_N → ∞ and λ_N → 0.

**Bounds on the limit.** From γ < 2/3 < ln 2 follows exp(−γ) > 1/2, so 2π exp(−γ) > π > 3. From γ > 1/2 follows

exp(γ) ≥ 1 + γ + γ²/2 > 1.625 > 8/5,

so exp(−γ) < 5/8. With π < 3.15 this gives 2π exp(−γ) < 5π/4 < 4.

## A single pair of frequencies

For N = 1 only the frequencies ±πT lie below the cutoff 2πT. The sum is S_1 = 2, so λ_1 = 1/2, and the gap formula gives

2Δ_1/T_1 = 8π exp(−2) ≈ 3.40.

This is within four per cent of the limit, although a coupling of 1/2 is not small. The agreement depends on placing the cutoff at 2πT, midway between the frequencies πT and 3πT: any other cutoff between them gives the same coupling but a different gap. For N = 0 the sum is empty and the gap equation would demand 1/λ = 0, which no finite coupling satisfies. The hypotheses therefore start at N = 1.

## The Lean file

```lean
import Mathlib

open Filter Topology
open scoped Real

namespace BCSGapRatio

noncomputable section

/-- The fermionic Matsubara frequency `(2n+1)πT`, in units where `ħ = k_B = 1`. -/
def matsubara (T : ℝ) (n : ℕ) : ℝ := (2 * (n : ℝ) + 1) * π * T

/-- The cutoff frequency `2πTN`. -/
def cutoff (T : ℝ) (N : ℕ) : ℝ := 2 * π * T * N

/-- The pairing sum of the linearised gap equation: `2πT` times the sum of `1/ω_n` over `n < N`. -/
def pairingSum (T : ℝ) (N : ℕ) : ℝ :=
  2 * π * T * ∑ n ∈ Finset.range N, 1 / matsubara T n

/-- The weak-coupling zero-temperature gap `2ω exp(-1/λ)` for cutoff `ω` and coupling `λ`. -/
def gap (ω lam : ℝ) : ℝ := 2 * ω * Real.exp (-(1 / lam))

/-- At positive temperature the pairing sum is the pure number `∑ 1/(n+1/2)`. -/
theorem pairingSum_eq {T : ℝ} (hT : 0 < T) (N : ℕ) :
    pairingSum T N = ∑ n ∈ Finset.range N, 1 / ((n : ℝ) + 1 / 2) := by
  unfold pairingSum matsubara
  rw [Finset.mul_sum]
  refine Finset.sum_congr rfl fun n _ => ?_
  have hpi := Real.pi_pos
  have h1 : (2 * (n : ℝ) + 1) * π * T ≠ 0 := by positivity
  have h2 : (n : ℝ) + 1 / 2 ≠ 0 := by positivity
  rw [mul_one_div, div_eq_div_iff h1 h2]
  ring

/-- The sum over half-integers is a combination of two harmonic numbers, `2 H_{2N} - H_N`. -/
theorem sum_eq_harmonic (N : ℕ) :
    ∑ n ∈ Finset.range N, 1 / ((n : ℝ) + 1 / 2)
      = 2 * (harmonic (2 * N) : ℝ) - (harmonic N : ℝ) := by
  induction N with
  | zero => simp
  | succ N ih =>
    have h1 : 1 / ((N : ℝ) + 1 / 2) = 2 * (2 * (N : ℝ) + 1)⁻¹ := by
      rw [show (N : ℝ) + 1 / 2 = (2 * (N : ℝ) + 1) / 2 by ring, one_div_div, div_eq_mul_inv]
    have h2 : 2 * (2 * (N : ℝ) + 1 + 1)⁻¹ = ((N : ℝ) + 1)⁻¹ := by
      rw [show 2 * (N : ℝ) + 1 + 1 = 2 * ((N : ℝ) + 1) by ring, mul_inv]
      ring
    rw [Finset.sum_range_succ, ih, show 2 * (N + 1) = 2 * N + 1 + 1 by ring,
      harmonic_succ (2 * N + 1), harmonic_succ (2 * N), harmonic_succ N]
    push_cast
    linear_combination h1 - h2

/-- The sum of `1/(n+1/2)` over `n < N`, minus `ln N`, tends to `γ + 2 ln 2`. -/
theorem tendsto_sum_sub_log :
    Tendsto (fun N : ℕ => ∑ n ∈ Finset.range N, 1 / ((n : ℝ) + 1 / 2) - Real.log N)
      atTop (𝓝 (Real.eulerMascheroniConstant + 2 * Real.log 2)) := by
  have hd : Tendsto (fun N : ℕ => 2 * N) atTop atTop :=
    tendsto_atTop_mono (fun N => (show N ≤ 2 * N by omega)) tendsto_id
  have h1 := Real.tendsto_harmonic_sub_log
  have h2 := h1.comp hd
  have h3 := ((h2.const_mul 2).sub h1).add_const (2 * Real.log 2)
  rw [show Real.eulerMascheroniConstant + 2 * Real.log 2
    = 2 * Real.eulerMascheroniConstant - Real.eulerMascheroniConstant + 2 * Real.log 2 by ring]
  refine h3.congr' ?_
  filter_upwards [eventually_ge_atTop 1] with N hN
  have hN0 : (N : ℝ) ≠ 0 := by
    have : N ≠ 0 := by omega
    exact_mod_cast this
  -- the logarithm of `2N` splits, which cancels the `2 ln 2` added in `h3`
  have hlog : Real.log ((2 * N : ℕ) : ℝ) = Real.log 2 + Real.log N := by
    rw [Nat.cast_mul, Nat.cast_ofNat, Real.log_mul two_ne_zero hN0]
  rw [sum_eq_harmonic]
  simp only [Function.comp_apply]
  rw [hlog]
  ring

/-- With `S` the sum of `1/(n+1/2)` over `n < N`, the product `N exp(-S)` tends to `exp(-γ)/4`. -/
theorem tendsto_mul_exp_neg_sum :
    Tendsto (fun N : ℕ => (N : ℝ) * Real.exp (-∑ n ∈ Finset.range N, 1 / ((n : ℝ) + 1 / 2)))
      atTop (𝓝 (Real.exp (-Real.eulerMascheroniConstant) / 4)) := by
  have h := (Real.continuous_exp.tendsto _).comp tendsto_sum_sub_log.neg
  have e : Real.exp (-(Real.eulerMascheroniConstant + 2 * Real.log 2))
      = Real.exp (-Real.eulerMascheroniConstant) / 4 := by
    rw [show -(Real.eulerMascheroniConstant + 2 * Real.log 2)
      = -Real.eulerMascheroniConstant - (Real.log 2 + Real.log 2) by ring,
      Real.exp_sub, Real.exp_add, Real.exp_log two_pos]
    norm_num
  rw [e] at h
  refine h.congr' ?_
  filter_upwards [eventually_ge_atTop 1] with N hN
  have hN0 : (0 : ℝ) < N := by exact_mod_cast hN
  simp only [Function.comp_apply]
  rw [neg_sub, sub_eq_add_neg, Real.exp_add, Real.exp_log hN0]

/-- Couplings that solve the linearised gap equation with `N` frequencies of each sign tend to zero
as `N` grows. -/
theorem coupling_tendsto_zero {T lam : ℕ → ℝ} (hT : ∀ N ≥ 1, 0 < T N)
    (hlam : ∀ N ≥ 1, 1 / lam N = pairingSum (T N) N) :
    Tendsto lam atTop (𝓝 0) := by
  have hl : Tendsto (fun N : ℕ => Real.log (N : ℝ)) atTop atTop :=
    Real.tendsto_log_atTop.comp tendsto_natCast_atTop_atTop
  refine (tendsto_inv_atTop_zero.comp (tendsto_sum_sub_log.add_atTop hl)).congr' ?_
  filter_upwards [eventually_ge_atTop 1] with N hN
  simp only [Function.comp_apply]
  rw [sub_add_cancel, ← pairingSum_eq (hT N hN), ← hlam N hN, one_div, inv_inv]

/-- **BCS gap ratio.** If `T N` is the transition temperature for coupling `lam N` and cutoff `2π *
T N * N`, then twice the weak-coupling gap over `T N` tends to `2π exp(-γ)`. -/
theorem gap_ratio_tendsto {T lam : ℕ → ℝ} (hT : ∀ N ≥ 1, 0 < T N)
    (hlam : ∀ N ≥ 1, 1 / lam N = pairingSum (T N) N) :
    Tendsto (fun N => 2 * gap (cutoff (T N) N) (lam N) / T N) atTop
      (𝓝 (2 * π * Real.exp (-Real.eulerMascheroniConstant))) := by
  rw [show 2 * π * Real.exp (-Real.eulerMascheroniConstant)
    = 8 * π * (Real.exp (-Real.eulerMascheroniConstant) / 4) by ring]
  refine (tendsto_mul_exp_neg_sum.const_mul (8 * π)).congr' ?_
  filter_upwards [eventually_ge_atTop 1] with N hN
  have hT0 : T N ≠ 0 := (hT N hN).ne'
  -- the temperature cancels between the cutoff and the denominator
  unfold gap cutoff
  rw [hlam N hN, pairingSum_eq (hT N hN), eq_div_iff hT0]
  ring

/-- The transition temperature in units of `ω exp(-1/λ)`, with `ω` the cutoff, tends to
`2 exp(γ)/π`. -/
theorem transition_temperature_tendsto {T lam : ℕ → ℝ} (hT : ∀ N ≥ 1, 0 < T N)
    (hlam : ∀ N ≥ 1, 1 / lam N = pairingSum (T N) N) :
    Tendsto (fun N => T N / (cutoff (T N) N * Real.exp (-(1 / lam N)))) atTop
      (𝓝 (2 * Real.exp Real.eulerMascheroniConstant / π)) := by
  have hpi := Real.pi_pos
  have hne : 2 * π * (Real.exp (-Real.eulerMascheroniConstant) / 4) ≠ 0 := by positivity
  have h := (tendsto_mul_exp_neg_sum.const_mul (2 * π)).inv₀ hne
  have e : (2 * π * (Real.exp (-Real.eulerMascheroniConstant) / 4))⁻¹
      = 2 * Real.exp Real.eulerMascheroniConstant / π := by
    rw [Real.exp_neg, mul_inv, inv_div, div_inv_eq_mul, mul_inv]
    ring
  rw [e] at h
  refine h.congr' ?_
  filter_upwards [eventually_ge_atTop 1] with N hN
  have hT0 : T N ≠ 0 := (hT N hN).ne'
  unfold cutoff
  rw [hlam N hN, pairingSum_eq (hT N hN)]
  generalize Real.exp (-∑ n ∈ Finset.range N, 1 / ((n : ℝ) + 1 / 2)) = x
  rw [show 2 * π * T N * (N : ℝ) * x = T N * (2 * π * ((N : ℝ) * x)) by ring,
    div_mul_eq_div_div, div_self hT0, one_div]

/-- The number `2π exp(-γ)` lies strictly between 3 and 4. -/
theorem gap_ratio_bounds :
    3 < 2 * π * Real.exp (-Real.eulerMascheroniConstant) ∧
      2 * π * Real.exp (-Real.eulerMascheroniConstant) < 4 := by
  have g1 := Real.one_half_lt_eulerMascheroniConstant
  have g2 := Real.eulerMascheroniConstant_lt_two_thirds
  have hpos := Real.exp_pos (-Real.eulerMascheroniConstant)
  -- lower bound on the exponential from `γ < 2/3 < ln 2`
  have hlow : 1 / 2 < Real.exp (-Real.eulerMascheroniConstant) := by
    have h : Real.exp (-Real.log 2) < Real.exp (-Real.eulerMascheroniConstant) :=
      Real.exp_lt_exp.mpr (by linarith [Real.log_two_gt_d9])
    rw [Real.exp_neg, Real.exp_log two_pos] at h
    linarith
  -- lower bound on `exp(γ)` from the quadratic Taylor polynomial and `γ > 1/2`
  have hexp : 8 / 5 < Real.exp Real.eulerMascheroniConstant := by
    have h := Real.quadratic_le_exp_of_nonneg
      (show 0 ≤ Real.eulerMascheroniConstant by linarith)
    nlinarith
  have hm : Real.exp (-Real.eulerMascheroniConstant)
      * Real.exp Real.eulerMascheroniConstant = 1 := by
    rw [← Real.exp_add, neg_add_cancel, Real.exp_zero]
  have hup : Real.exp (-Real.eulerMascheroniConstant) < 5 / 8 := by
    nlinarith [mul_pos hpos (sub_pos.mpr hexp)]
  constructor
  · nlinarith [mul_pos hpos (sub_pos.mpr Real.pi_gt_three)]
  · nlinarith [mul_pos hpos (sub_pos.mpr Real.pi_lt_d2)]

end

end BCSGapRatio
```

```lean
#print axioms BCSGapRatio.coupling_tendsto_zero
-- 'BCSGapRatio.coupling_tendsto_zero' depends on axioms: [propext, Classical.choice, Quot.sound]
#print axioms BCSGapRatio.gap_ratio_tendsto
-- 'BCSGapRatio.gap_ratio_tendsto' depends on axioms: [propext, Classical.choice, Quot.sound]
#print axioms BCSGapRatio.transition_temperature_tendsto
-- 'BCSGapRatio.transition_temperature_tendsto' depends on axioms: [propext, Classical.choice, Quot.sound]
#print axioms BCSGapRatio.gap_ratio_bounds
-- 'BCSGapRatio.gap_ratio_bounds' depends on axioms: [propext, Classical.choice, Quot.sound]
```

## How the lemmas follow the derivation

`pairingSum_eq` cancels the temperature. It moves the prefactor into the sum and compares the two sums term by term. Positivity of T ensures that the denominators are nonzero, after which `div_eq_div_iff` clears them and `ring` confirms the remaining identity.

`sum_eq_harmonic` proves S_N = 2H_{2N} − H_N by induction, where the derivation above sorted odd and even reciprocals. Going from N to N + 1 adds 1/(N + 1/2) on the left. On the right it adds

2/(2N + 1) + 2/(2N + 2) − 1/(N + 1).

The last two terms cancel and the first equals the new term on the left. These two observations are `h1` and `h2`, and `linear_combination h1 - h2` combines them with the induction hypothesis already inserted.

`tendsto_sum_sub_log` takes the limit H_M − ln M → γ from Mathlib, where it is called `Real.tendsto_harmonic_sub_log`. Composing it with N ↦ 2N gives the limit along even indices. Twice this limit, minus the original one, plus 2 ln 2, is `h3`. The step `h3.congr'` then replaces the sequence in `h3` by S_N − ln N. The two need to agree only for large N, and `filter_upwards [eventually_ge_atTop 1]` restricts the comparison to N ≥ 1, where the logarithm of the product 2N splits.

`tendsto_mul_exp_neg_sum` is the exponentiation step. Continuity of the exponential carries the limit through, the equation `e` evaluates exp(−γ − 2 ln 2) as exp(−γ)/4, and `Real.exp_log` turns exp(ln N) back into N.

`gap_ratio_tendsto` multiplies that limit by 8π. For each N ≥ 1 it then unfolds the gap and the cutoff, replaces `1 / lam N` by the pairing sum through `hlam`, and replaces the pairing sum by S_N through `pairingSum_eq`. What is left is the cancellation of T_N, which `eq_div_iff` and `ring` carry out.

The other two limits use the same ingredients. `coupling_tendsto_zero` adds ln N back to the convergent remainder, concludes that S_N grows without bound, and inverts. `transition_temperature_tendsto` multiplies the limit of N exp(−S_N) by 2π and takes the reciprocal, which is allowed because the limit is nonzero; that is the content of `hne`.

`gap_ratio_bounds` follows the estimates given above. Mathlib supplies 1/2 < γ < 2/3 and the numerical bounds on ln 2 and π. The facts `hlow` and `hup` enclose exp(−γ) between 1/2 and 5/8, and `nlinarith` multiplies these bounds with those on π.
